# A complex square matrix has a real diagonal form exactly when it is Hermitian for some positive definite inner product

A particle hops between two sites, 0 and 1, with amplitude 4 from site 1 to site 0 and amplitude 1 back. Its Hamiltonian is not Hermitian, yet its energies are $\pm2$. Started on site 1, the state at time $t$ (with $\hbar=1$) is $(-2i\sin 2t,\ \cos 2t)$, and its ordinary squared norm swings between 1 and 4. Read as probabilities, the squared amplitudes make no sense. If the return amplitude is 0 and the forward one is 1, both eigenvalues are 0, still real, but the squared norm is now $1+t^2$ and grows without bound. Real eigenvalues alone therefore do not tell a Hermitian problem in disguise from one that is not.

The distinction, for a finite complex square matrix $H$ with adjoint $H^\dagger$, is this:

$$H = X\,\mathrm{diag}(E)\,X^{-1}\ \text{with } X \text{ invertible and } E \text{ real}\iff \eta H = H^\dagger\eta\ \text{for some positive definite } \eta .$$

The columns of $X$ are the eigenvectors, the $E_k$ are the energies, and $\eta$, called the metric, defines a modified inner product $\langle u,\eta v\rangle$. In the first example $\eta=\mathrm{diag}(1,4)$ works, and the modified squared norm $4\sin^2 2t+4\cos^2 2t$ stays at 4.

```lean
import Mathlib

open Matrix
open scoped ComplexOrder

namespace QuasiHermitian

noncomputable section

variable {n : Type*} [Fintype n] [DecidableEq n]
```

The index type `n` is any finite set of basis labels, so operators on infinite-dimensional spaces, with their questions of domain and boundedness, lie beyond the result.

## The relation $\eta H = H^\dagger\eta$ makes $H$ symmetric

Physically, an observable must be movable from one side of the inner product to the other. For the modified inner product this reads

$$\langle Hu,\eta v\rangle=\langle u,\eta Hv\rangle\quad\text{for all } u,v.$$

The left side is $u^\dagger H^\dagger\eta v$ and the right side is $u^\dagger\eta Hv$. If $\eta H=H^\dagger\eta$, they agree. Conversely, putting basis vectors $e_i$ and $e_j$ for $u$ and $v$ gives $(H^\dagger\eta)_{ij}=(\eta H)_{ij}$ for every $i,j$, so the matrices are equal.

```lean
/-- The form `⟨u, η v⟩` of two vectors, for any square matrix `η`. It is an inner product when `η`
is positive definite. -/
def metricInner (η : Matrix n n ℂ) (u v : n → ℂ) : ℂ := star u ⬝ᵥ (η *ᵥ v)
```

The definition conjugates the first argument, as is usual in physics. The matrix `η` is left arbitrary because the next theorem holds for every `η`.

```lean
/-- For any matrix `η`, `H` can be moved from one side of the form `⟨u, η v⟩` to the other exactly
when `η H = H† η`. -/
theorem symmetric_iff_intertwines (η H : Matrix n n ℂ) :
    (∀ u v, metricInner η (H *ᵥ u) v = metricInner η u (H *ᵥ v)) ↔ η * H = Hᴴ * η := by
  have left (u v : n → ℂ) :
      metricInner η (H *ᵥ u) v = star u ⬝ᵥ ((Hᴴ * η) *ᵥ v) := by
    rw [metricInner, star_mulVec, ← dotProduct_mulVec, mulVec_mulVec]
  have right (u v : n → ℂ) :
      metricInner η u (H *ᵥ v) = star u ⬝ᵥ ((η * H) *ᵥ v) := by
    rw [metricInner, mulVec_mulVec]
  constructor
  · intro h
    ext i j
    -- basis vectors read off the matrix elements
    have e : star (Pi.single i 1 : n → ℂ) = Pi.single i 1 := by
      ext k
      by_cases hk : k = i <;> simp [hk]
    have hij := h (Pi.single i 1) (Pi.single j 1)
    rw [left, right, e] at hij
    simpa using hij.symm
  · intro h u v
    rw [left, right, h]
```

The auxiliary statements `left` and `right` are the two rewritten sides. In the forward direction `Pi.single i 1` is the basis vector $e_i$, and `e` records that conjugation leaves it unchanged. Positivity plays no part here.

Without this relation, the right side of the equivalence would ask only for a positive definite matrix. The identity always is one, so the condition would hold for every $H$ and say nothing about its energies.

## Positive definiteness gives every nonzero state a positive norm

A positive definite $\eta$ is Hermitian and satisfies $\langle u,\eta u\rangle>0$ for $u\neq0$. Every nonzero state can therefore be normalised to total probability 1, and the relation $\eta H=H^\dagger\eta$ keeps that total constant while the state evolves under $H$. In the derivation, positivity is used to take a square root.

Write $\eta=U\Lambda U^\dagger$ with $U$ unitary and $\Lambda$ diagonal with positive entries. Let $D=\Lambda^{1/2}$ and $S=DU^\dagger$. Then

$$S^\dagger S=UD^2U^\dagger=\eta .$$

Since $\det\eta=\det S^\dagger\,\det S$ is nonzero, $S$ is invertible. Conversely, if $\eta=S^\dagger S$ with $S$ invertible, then $\langle u,\eta u\rangle=\|Su\|^2$, which is positive for $u\neq0$ because $Su\neq0$.

```lean
/-- A matrix is positive definite exactly when it is `S† S` for an invertible `S`. -/
theorem posDef_iff_factor (η : Matrix n n ℂ) :
    η.PosDef ↔ ∃ S : (Matrix n n ℂ)ˣ, η = (S : Matrix n n ℂ)ᴴ * S := by
  constructor
  · intro h
    have hs := h.isHermitian.spectral_theorem
    rw [Unitary.conjStarAlgAut_apply] at hs
    set U : Matrix n n ℂ := (h.isHermitian.eigenvectorUnitary : Matrix n n ℂ)
    -- the square root of the diagonal part
    let D : Matrix n n ℂ :=
      diagonal fun i => ((Real.sqrt (h.isHermitian.eigenvalues i) : ℝ) : ℂ)
    have hD : Dᴴ = D := by
      ext i j
      by_cases hij : i = j
      · subst hij
        simp [D]
      · simp [D, hij, Ne.symm hij]
    have hDD : D * D = diagonal (RCLike.ofReal ∘ h.isHermitian.eigenvalues) := by
      rw [diagonal_mul_diagonal]
      congr 1
      funext i
      change _ = ((h.isHermitian.eigenvalues i : ℝ) : ℂ)
      rw [← Complex.ofReal_mul, Real.mul_self_sqrt (h.eigenvalues_pos i).le]
    have hf : η = (D * Uᴴ)ᴴ * (D * Uᴴ) := by
      rw [conjTranspose_mul, conjTranspose_conjTranspose, hD]
      calc η = U * (D * D) * Uᴴ := by rw [hDD]; exact hs
        _ = U * D * (D * Uᴴ) := by simp only [mul_assoc]
    have hu : IsUnit (D * Uᴴ) := by
      have hdet := (isUnit_iff_isUnit_det _).1 h.isUnit
      rw [hf, det_mul] at hdet
      exact (isUnit_iff_isUnit_det _).2 (isUnit_of_mul_isUnit_right hdet)
    obtain ⟨S, hS⟩ := hu
    exact ⟨S, by rw [hS]; exact hf⟩
  · rintro ⟨S, rfl⟩
    apply PosDef.conjTranspose_mul_self
    intro u v huv
    have h := congrArg (fun w => (↑S⁻¹ : Matrix n n ℂ) *ᵥ w) huv
    simpa only [mulVec_mulVec, Units.inv_mul, one_mulVec] using h
```

The type `(Matrix n n ℂ)ˣ` contains the matrices with a two-sided inverse, so `S⁻¹` is always a true inverse. The proof takes $U$ and the eigenvalues from `spectral_theorem`. The step `hDD` uses positive eigenvalues to square the root back to $\Lambda$, `hf` is the factorisation, and `hu` is the determinant argument. The converse obtains injectivity of $S$ by applying $S^{-1}$ to $Su=Sv$.

The factor $S$ carries the problem to ordinary quantum mechanics. In quantum chemistry that letter usually denotes the overlap matrix; here it is a factor of the metric. Set $K=SHS^{-1}$. Its adjoint is $K^\dagger=(S^\dagger)^{-1}H^\dagger S^\dagger$. Multiplying $K=K^\dagger$ by $S^\dagger$ from the left and by $S$ from the right gives

$$S^\dagger S H=H^\dagger S^\dagger S,$$

and both multiplications can be undone. Thus $K$ is Hermitian exactly when $\eta H=H^\dagger\eta$ for $\eta=S^\dagger S$.

```lean
/-- For the metric `η = S† S` with `S` invertible, `η H = H† η` holds exactly when the
transformed Hamiltonian `S H S⁻¹` is Hermitian. -/
theorem transformed_isHermitian_iff (S : (Matrix n n ℂ)ˣ) (H : Matrix n n ℂ) :
    ((S : Matrix n n ℂ) * H * (↑S⁻¹ : Matrix n n ℂ)).IsHermitian ↔
      (S : Matrix n n ℂ)ᴴ * S * H = Hᴴ * ((S : Matrix n n ℂ)ᴴ * S) := by
  have hST := S.mul_inv
  have hTS := S.inv_mul
  generalize (↑S⁻¹ : Matrix n n ℂ) = T at *
  generalize (S : Matrix n n ℂ) = R at *
  have h1 : Rᴴ * Tᴴ = 1 := by rw [← conjTranspose_mul, hTS, conjTranspose_one]
  have h2 : Tᴴ * Rᴴ = 1 := by rw [← conjTranspose_mul, hST, conjTranspose_one]
  constructor
  · intro h
    calc Rᴴ * R * H = Rᴴ * (R * H * T) * R := by simp only [mul_assoc, hTS, mul_one]
      _ = Rᴴ * (R * H * T)ᴴ * R := by rw [h.eq]
      _ = (Rᴴ * Tᴴ) * (Hᴴ * (Rᴴ * R)) := by simp only [conjTranspose_mul, mul_assoc]
      _ = Hᴴ * (Rᴴ * R) := by rw [h1, one_mul]
  · intro h
    change (R * H * T)ᴴ = R * H * T
    calc (R * H * T)ᴴ = Tᴴ * (Hᴴ * (Rᴴ * R)) * T := by
          simp only [conjTranspose_mul, mul_assoc, hST, mul_one]
      _ = Tᴴ * (Rᴴ * R * H) * T := by rw [h]
      _ = (Tᴴ * Rᴴ) * (R * H * T) := by simp only [mul_assoc]
      _ = R * H * T := by rw [h2, one_mul]
```

In the proof `R` stands for $S$ and `T` for $S^{-1}$. The facts `h1` and `h2` say that $T^\dagger$ is the inverse of $R^\dagger$. The two `calc` chains are the multiplication and its reversal.

## Real energies and a full set of eigenvectors

Two conditions stand on the other side of the equivalence. Real $E_k$ mean stationary states that neither decay nor grow. An invertible $X$ means that the eigenvectors form a basis, so that every state is a superposition of stationary ones.

Suppose first that $H=X\,\mathrm{diag}(E)\,X^{-1}$. Invertibility lets us take $S=X^{-1}$, and then

$$SHS^{-1}=X^{-1}HX=\mathrm{diag}(E).$$

This is Hermitian because the $E_k$ are real. The previous step therefore gives a metric, $\eta=(X^{-1})^\dagger X^{-1}$.

Suppose instead that a positive definite $\eta$ satisfies $\eta H=H^\dagger\eta$. Factor it as $S^\dagger S$. Then $K=SHS^{-1}$ is Hermitian, so $K=V\,\mathrm{diag}(E)\,V^\dagger$ with $V$ unitary and $E$ real. Undoing the transformation gives

$$H=S^{-1}V\,\mathrm{diag}(E)\,V^\dagger S=X\,\mathrm{diag}(E)\,X^{-1},\qquad X=S^{-1}V.$$

```lean
/-- A Hamiltonian has the form `X diag(E) X⁻¹` with `X` invertible and real energies `E`
if and only if `η H = H† η` for some positive definite metric `η`. -/
theorem real_diagonalizable_iff_exists_metric (H : Matrix n n ℂ) :
    (∃ (X : (Matrix n n ℂ)ˣ) (E : n → ℝ),
      H = X * diagonal (fun k => (E k : ℂ)) * (↑X⁻¹ : Matrix n n ℂ)) ↔
    ∃ η : Matrix n n ℂ, η.PosDef ∧ η * H = Hᴴ * η := by
  constructor
  · rintro ⟨X, E, hH⟩
    -- the metric is built from the inverse of the eigenvector matrix
    refine ⟨_, (posDef_iff_factor _).2 ⟨X⁻¹, rfl⟩,
      (transformed_isHermitian_iff X⁻¹ H).1 ?_⟩
    have hd : (↑X⁻¹ : Matrix n n ℂ) * H * (↑(X⁻¹)⁻¹ : Matrix n n ℂ)
        = diagonal (fun k => (E k : ℂ)) := by
      rw [hH, inv_inv]
      simp only [mul_assoc, Units.inv_mul, mul_one, Units.inv_mul_cancel_left]
    rw [hd]
    ext i j
    by_cases hij : i = j
    · subst hij
      simp
    · simp [hij, Ne.symm hij]
  · rintro ⟨η, hη, h⟩
    obtain ⟨S, rfl⟩ := (posDef_iff_factor η).1 hη
    have hK := (transformed_isHermitian_iff S H).2 h
    have hs := hK.spectral_theorem
    rw [Unitary.conjStarAlgAut_apply] at hs
    -- undo the transformation after the unitary diagonalisation
    let V : (Matrix n n ℂ)ˣ := Unitary.toUnits hK.eigenvectorUnitary
    refine ⟨S⁻¹ * V, hK.eigenvalues, ?_⟩
    calc H = (↑S⁻¹ : Matrix n n ℂ) * (S * H * (↑S⁻¹ : Matrix n n ℂ)) * S := by
          simp only [mul_assoc, Units.inv_mul, mul_one, Units.inv_mul_cancel_left]
      _ = (↑S⁻¹ : Matrix n n ℂ) * ((V : Matrix n n ℂ) *
            diagonal (fun k => (hK.eigenvalues k : ℂ)) * (↑V⁻¹ : Matrix n n ℂ)) * S :=
          congrArg (fun M => (↑S⁻¹ : Matrix n n ℂ) * M * S) hs
      _ = _ := by simp only [_root_.mul_inv_rev, inv_inv, Units.val_mul, mul_assoc]
```

In Lean, `E : n → ℝ` assigns a real energy to each label, in no prescribed order and with degeneracies allowed; the cast `(E k : ℂ)` places it in a complex matrix. The first half of the proof uses invertibility in `hd` and reality in the entrywise check that follows it. The second half uses positivity through `posDef_iff_factor`, applies the spectral theorem to $K$, and supplies `S⁻¹ * V` as the eigenvector matrix.

If complex $E_k$ were allowed, the one-by-one matrix $H=(i)$ would be diagonal, but $\eta i=-i\eta$ forces $\eta=0$. If invertibility of $X$ were relaxed to nonzero columns satisfying $HX=X\,\mathrm{diag}(E)$, one-way hopping would qualify by listing its single eigenvector twice, and it has no metric, as shown below.

The theorem supplies some metric, and rescaling the eigenvectors can change it. That the probabilities measured in a given system are the ones computed with a particular $\eta$ is a physical identification that must be made separately.

The same transformation occurs in electronic structure, for a fixed Hermitian Fock matrix $F$ in a finite, linearly independent basis with overlap matrix $O$. The orbital equation $Fc=\varepsilon Oc$ is the eigenvalue equation of $H=O^{-1}F$, which is generally not Hermitian but satisfies $OH=F=H^\dagger O$. The overlap is the metric. A program may factor $O=LL^\dagger$ by Cholesky decomposition, so that $S=L^\dagger$, and diagonalise the Hermitian matrix $L^{-1}F(L^\dagger)^{-1}=V\,\mathrm{diag}(\varepsilon)\,V^\dagger$. The orbital coefficients are then the columns of $X=(L^\dagger)^{-1}V$, and they satisfy $X^\dagger OX=1$.

## Positive hopping amplitudes supply an explicit metric

The two-site Hamiltonian of the opening has the general form

$$H=\begin{pmatrix}0&a\\ b&0\end{pmatrix},$$

with real $a$ for hopping from site 1 to site 0 and real $b$ for the reverse. Unequal amplitudes can arise in an effective description from which the surroundings have been eliminated.

```lean
/-- Two sites with hopping amplitudes `a` and `b` in the two directions. -/
def hopping (a b : ℝ) : Matrix (Fin 2) (Fin 2) ℂ := !![0, (a : ℂ); (b : ℂ), 0]
```

For $a,b>0$ the matrix $\eta=\mathrm{diag}(b,a)$ is positive definite, and

$$\eta H=\begin{pmatrix}0&ab\\ ab&0\end{pmatrix}=H^\dagger\eta .$$

```lean
/-- For positive amplitudes `a` and `b`, the matrix `diag(b, a)` is a positive definite
metric for the two-site hopping Hamiltonian. -/
theorem hopping_metric_witness {a b : ℝ} (ha : 0 < a) (hb : 0 < b) :
    (diagonal ![(b : ℂ), (a : ℂ)]).PosDef ∧
    diagonal ![(b : ℂ), (a : ℂ)] * hopping a b =
      (hopping a b)ᴴ * diagonal ![(b : ℂ), (a : ℂ)] := by
  constructor
  · apply PosDef.diagonal
    intro i
    fin_cases i
    · exact Complex.zero_lt_real.2 hb
    · exact Complex.zero_lt_real.2 ha
  · ext i j
    fin_cases i <;> fin_cases j <;> simp [hopping, diagonal_mul, mul_diagonal]
```

The proof checks the two diagonal entries of the metric for positivity and then compares the four matrix elements. The assumptions `ha` and `hb` enter only in the first part; the relation itself holds for all real amplitudes.

Take $a=4$ and $b=1$, so $\eta=\mathrm{diag}(1,4)$ and $S=\mathrm{diag}(1,2)$. Then

$$SHS^{-1}=\begin{pmatrix}0&2\\2&0\end{pmatrix},$$

with energies $\pm2$. The eigenvectors of $H$ are $(2,1)$ and $(2,-1)$. After ordinary normalisation their overlap is $3/5$, but in the modified inner product it is $2\cdot2+4\cdot1\cdot(-1)=0$. Each has modified squared norm 8, so division by $2\sqrt2$ makes them orthonormal for $\eta$.

## One-way hopping defeats an indefinite metric

Now let $a=1$ and $b=0$. The Pauli matrix $\sigma_x$ is Hermitian and is its own inverse, and it satisfies

$$\sigma_xH=\begin{pmatrix}0&0\\0&1\end{pmatrix}=H^\dagger\sigma_x .$$

It is not positive definite: its eigenvalues are $\pm1$, so some states would have negative squared norm.

No positive definite $\eta$ can do the same job. The element of $\eta H$ in row 0, column 1 is $\eta_{00}$, while the corresponding element of $H^\dagger\eta$ is 0. The relation thus forces $\eta_{00}=0$, although $\eta_{00}=\langle e_0,\eta e_0\rangle$ would have to be positive. By the equivalence, $H$ has no real diagonal form.

```lean
/-- Positivity of the metric cannot be weakened to Hermitian and invertible: for one-way
hopping the Pauli matrix `σₓ` satisfies `σₓ H = H† σₓ`, yet `H` has no real diagonal form. -/
theorem indefinite_metric_insufficient :
    (!![0, 1; 1, 0] : Matrix (Fin 2) (Fin 2) ℂ).IsHermitian ∧
    (!![0, 1; 1, 0] : Matrix (Fin 2) (Fin 2) ℂ) * !![0, 1; 1, 0] = 1 ∧
    !![0, 1; 1, 0] * hopping 1 0 = (hopping 1 0)ᴴ * !![0, 1; 1, 0] ∧
    ¬ ∃ (X : (Matrix (Fin 2) (Fin 2) ℂ)ˣ) (E : Fin 2 → ℝ), hopping 1 0 =
      X * diagonal (fun k => (E k : ℂ)) * (↑X⁻¹ : Matrix (Fin 2) (Fin 2) ℂ) := by
  refine ⟨?_, ?_, ?_, ?_⟩
  · ext i j
    fin_cases i <;> fin_cases j <;> simp
  · ext i j
    fin_cases i <;> fin_cases j <;> simp [Matrix.mul_apply, Fin.sum_univ_two]
  · ext i j
    fin_cases i <;> fin_cases j <;> simp [hopping, Matrix.mul_apply, Fin.sum_univ_two]
  · rw [real_diagonalizable_iff_exists_metric]
    rintro ⟨η, hη, h⟩
    -- the upper right matrix element forces a vanishing diagonal entry of the metric
    have e := congrFun (congrFun h 0) 1
    simp [hopping, Matrix.mul_apply, Fin.sum_univ_two] at e
    exact (hη.diag_pos (i := 0)).ne' e

end

end QuasiHermitian
```

The first three parts of the theorem state that $\sigma_x$ is Hermitian, squares to the identity and satisfies the relation. The fourth denies the real diagonal form: the main theorem turns such a form into a metric, `e` extracts $\eta_{00}=0$, and `diag_pos` contradicts it. A Hermitian invertible $\eta$ is therefore too weak a requirement.

```lean
#print axioms QuasiHermitian.symmetric_iff_intertwines
-- 'QuasiHermitian.symmetric_iff_intertwines' depends on axioms: [propext, Classical.choice, Quot.sound]
#print axioms QuasiHermitian.real_diagonalizable_iff_exists_metric
-- 'QuasiHermitian.real_diagonalizable_iff_exists_metric' depends on axioms: [propext, Classical.choice, Quot.sound]
#print axioms QuasiHermitian.indefinite_metric_insufficient
-- 'QuasiHermitian.indefinite_metric_insufficient' depends on axioms: [propext, Classical.choice, Quot.sound]
```
